# Radial form factors of Gaussian augmentation functions for every angular momentum

Let $a>0$ be the Gaussian exponent, $G>0$ the length of a reciprocal vector, and $L=0,1,2,\dots$ the angular momentum. The augmentation function has radial part $r^L e^{-ar^2}$, unnormalised, and multiplies a spherical harmonic. Its radial form factor is

$$I_L(G)=\int_0^\infty r^2\,\bigl(r^L e^{-ar^2}\bigr)\,j_L(Gr)\,dr ,$$

where $r^2$ comes from the volume element. The angular factor $4\pi(-i)^L Y_{LM}(\hat G)$, the structure factor and the cell volume are left out.

```lean
import Mathlib

open Real MeasureTheory Set

namespace GaussianAugmentation
```

The spherical Bessel functions $j_L$ start from $j_0=\sin x/x$ and $j_1=\sin x/x^2-\cos x/x$, and continue by $j_{n+2}=\frac{2n+3}{x}j_{n+1}-j_n$.

```lean
/-- The spherical Bessel function `j_L(x)` for `x ≠ 0`, built from `j_0` and `j_1` by the
three-term recurrence. -/
noncomputable def sphericalBessel : ℕ → ℝ → ℝ
  | 0, x => sin x / x
  | 1, x => sin x / x ^ 2 - cos x / x
  | n + 2, x => (2 * n + 3) / x * sphericalBessel (n + 1) x - sphericalBessel n x
```

## Removing the denominators

Set $u_L(x)=x^{L+1}j_L(x)$. Multiplying the recurrence by $x^{n+3}$ gives

$$u_{n+2}=(2n+3)\,u_{n+1}-x^2u_n,\qquad u_0=\sin x,\quad u_1=\sin x-x\cos x .$$

In Lean, `regularBessel` is defined by these formulas, so it is regular at the origin.

```lean
/-- The regular function `u_L(x)`, given by `sin x`, `sin x - x cos x` and a recurrence
without denominators. -/
noncomputable def regularBessel : ℕ → ℝ → ℝ
  | 0, x => sin x
  | 1, x => sin x - x * cos x
  | n + 2, x => (2 * n + 3) * regularBessel (n + 1) x - x ^ 2 * regularBessel n x
```

The relation to $j_L$ for $x\neq0$ then follows by induction, with two base cases because the recurrence reaches back two steps.

```lean
/-- Away from the origin, `x^(L+1) j_L(x) = u_L(x)`. -/
theorem pow_mul_sphericalBessel {x : ℝ} (hx : x ≠ 0) :
    ∀ L : ℕ, x ^ (L + 1) * sphericalBessel L x = regularBessel L x
  | 0 => by
    have h := mul_inv_cancel₀ hx
    simp only [sphericalBessel, regularBessel]
    linear_combination sin x * h
  | 1 => by
    have h := mul_inv_cancel₀ hx
    simp only [sphericalBessel, regularBessel]
    linear_combination (sin x * (x * x⁻¹ + 1) - x * cos x) * h
  | n + 2 => by
    have h := mul_inv_cancel₀ hx
    have h1 := pow_mul_sphericalBessel hx (n + 1)
    have h0 := pow_mul_sphericalBessel hx n
    simp only [sphericalBessel, regularBessel]
    rw [← h1, ← h0]
    linear_combination ((2 * n + 3) * x ^ (n + 2) * sphericalBessel (n + 1) x) * h
```

Since $u_0(0)=u_1(0)=0$, the recurrence gives $u_L(0)=0$ for all $L$.

```lean
/-- Every `u_L` vanishes at the origin. -/
theorem regularBessel_zero : ∀ L : ℕ, regularBessel L 0 = 0
  | 0 => by simp [regularBessel]
  | 1 => by simp [regularBessel]
  | n + 2 => by simp [regularBessel, regularBessel_zero (n + 1)]
```

The derivative raises no new functions: $u_{L+1}'=x\,u_L$. For $L=0$, $(\sin x-x\cos x)'=x\sin x$. If the relation holds for the two preceding indices, then

$$u_{n+3}'=(2n+5)\,x\,u_{n+1}-2x\,u_{n+1}-x^3u_n=x\,u_{n+2},$$

where $u_{n+2}'=x\,u_{n+1}$ and $u_{n+1}'=x\,u_n$ have been inserted, and the last step is the recurrence. The case $L=1$ is treated separately, using $(\sin x)'=\cos x$: from $u_2=3u_1-x^2\sin x$ one gets $u_2'=3x\sin x-2x\sin x-x^2\cos x=x\,u_1$.

```lean
/-- The ladder relation in angular momentum: `u_(L+1)'(x) = x u_L(x)`. -/
theorem hasDerivAt_regularBessel (x : ℝ) :
    ∀ L : ℕ, HasDerivAt (regularBessel (L + 1)) (x * regularBessel L x) x
  | 0 => by
    have e : regularBessel (0 + 1) = fun y => sin y - y * cos y := by
      funext y
      simp only [regularBessel]
    rw [e]
    exact ((hasDerivAt_sin x).fun_sub ((hasDerivAt_id' x).fun_mul
      (hasDerivAt_cos x))).congr_deriv (by simp only [regularBessel]; ring)
  | 1 => by
    have e : regularBessel (1 + 1) =
        fun y => 3 * regularBessel 1 y - y ^ 2 * sin y := by
      funext y
      norm_num [regularBessel]
    have hsq : HasDerivAt (fun y : ℝ => y ^ 2) (2 * x) x := by
      simpa using hasDerivAt_pow 2 x
    rw [e]
    exact (((hasDerivAt_regularBessel x 0).const_mul 3).fun_sub
      (hsq.fun_mul (hasDerivAt_sin x))).congr_deriv (by simp only [regularBessel]; ring)
  | n + 2 => by
    have e : regularBessel (n + 2 + 1) = fun y =>
        (2 * ((n + 1 : ℕ) : ℝ) + 3) * regularBessel (n + 2) y
          - y ^ 2 * regularBessel (n + 1) y := by
      funext y
      rw [regularBessel]
    have hsq : HasDerivAt (fun y : ℝ => y ^ 2) (2 * x) x := by
      simpa using hasDerivAt_pow 2 x
    rw [e]
    exact (((hasDerivAt_regularBessel x (n + 1)).const_mul _).fun_sub
      (hsq.fun_mul (hasDerivAt_regularBessel x n))).congr_deriv
        (by simp only [regularBessel]; push_cast; ring)
```

## Integrating by parts against the Gaussian

A power of $r$ times a Gaussian is integrable, and a continuous factor bounded by one preserves this.

```lean
/-- A power of `r` times a continuous function bounded by one times a Gaussian is integrable. -/
theorem integrable_bounded {a : ℝ} (ha : 0 < a) {b : ℝ → ℝ} (hb : Continuous b)
    (hb1 : ∀ r, ‖b r‖ ≤ 1) (n : ℕ) :
    Integrable fun r : ℝ => r ^ n * b r * exp (-a * r ^ 2) := by
  have h : Integrable fun r : ℝ => r ^ n * exp (-a * r ^ 2) := by
    have hn : (-1 : ℝ) < (n : ℝ) := by
      have := Nat.cast_nonneg (α := ℝ) n
      linarith
    simpa only [Real.rpow_natCast] using integrable_rpow_mul_exp_neg_mul_sq ha hn
  refine h.mono (Continuous.aestronglyMeasurable (by fun_prop)) (ae_of_all _ fun r => ?_)
  rw [norm_mul, norm_mul, norm_mul]
  have := mul_le_mul_of_nonneg_left (hb1 r)
    (mul_nonneg (norm_nonneg (r ^ n)) (norm_nonneg (exp (-a * r ^ 2))))
  linarith
```

The sine and cosine are such factors. Hence $r^n u_0(Gr)e^{-ar^2}$ and $r^n u_1(Gr)e^{-ar^2}$ are integrable for every $n$, and the recurrence carries this to all $L$.

```lean
/-- Every power of `r` times `u_L(Gr)` times a Gaussian is integrable. -/
theorem integrable_regularBessel {a : ℝ} (ha : 0 < a) (G : ℝ) : ∀ L n : ℕ,
    Integrable fun r : ℝ => r ^ n * regularBessel L (G * r) * exp (-a * r ^ 2)
  | 0, n => by
    simp only [regularBessel]
    exact integrable_bounded ha (by fun_prop)
      (fun r => by rw [Real.norm_eq_abs]; exact abs_sin_le_one _) n
  | 1, n => by
    have hc := integrable_bounded ha (b := fun r => cos (G * r)) (by fun_prop)
      (fun r => by rw [Real.norm_eq_abs]; exact abs_cos_le_one _) (n + 1)
    refine ((integrable_regularBessel ha G 0 n).sub (hc.const_mul G)).congr
      (ae_of_all _ fun r => ?_)
    simp only [regularBessel, Pi.sub_apply]
    ring
  | L + 2, n => by
    refine (((integrable_regularBessel ha G (L + 1) n).const_mul (2 * L + 3)).sub
      ((integrable_regularBessel ha G L (n + 2)).const_mul (G ^ 2))).congr
      (ae_of_all _ fun r => ?_)
    simp only [regularBessel, Pi.sub_apply]
    ring
```

For a differentiable $v$ with $v(0)=0$,

$$\frac{d}{dr}\bigl(v e^{-ar^2}\bigr)=v'e^{-ar^2}-2a\,r\,v\,e^{-ar^2}.$$

If $v e^{-ar^2}$, $r\,v\,e^{-ar^2}$ and $v'e^{-ar^2}$ are integrable, both boundary terms vanish, so $\int_0^\infty v'e^{-ar^2}dr=2a\int_0^\infty r\,v\,e^{-ar^2}dr$. Lean obtains the limit at infinity from the integrability of the product and of its derivative.

```lean
/-- Integration by parts against a Gaussian on the half-line, for a function `v` vanishing at the
origin, when `v`, `r v` and `v'` times the Gaussian are integrable. -/
theorem gaussian_by_parts {a : ℝ} {v v' : ℝ → ℝ} (hv : ∀ r, HasDerivAt v (v' r) r)
    (h0 : v 0 = 0) (i0 : Integrable fun r => v r * exp (-a * r ^ 2))
    (i1 : Integrable fun r => r * v r * exp (-a * r ^ 2))
    (i2 : Integrable fun r => v' r * exp (-a * r ^ 2)) :
    ∫ r in Ioi (0 : ℝ), v' r * exp (-a * r ^ 2)
      = 2 * a * ∫ r in Ioi (0 : ℝ), r * v r * exp (-a * r ^ 2) := by
  have hd : ∀ r, HasDerivAt (fun r => v r * exp (-a * r ^ 2))
      (v' r * exp (-a * r ^ 2) - 2 * a * (r * v r * exp (-a * r ^ 2))) r := by
    intro r
    have hsq : HasDerivAt (fun y : ℝ => y ^ 2) (2 * r) r := by
      simpa using hasDerivAt_pow 2 r
    exact ((hv r).fun_mul (hsq.const_mul (-a)).exp).congr_deriv (by ring)
  have hi : Integrable fun r =>
      v' r * exp (-a * r ^ 2) - 2 * a * (r * v r * exp (-a * r ^ 2)) :=
    i2.sub (i1.const_mul (2 * a))
  -- the boundary term at infinity vanishes
  have ht := tendsto_zero_of_hasDerivAt_of_integrableOn_Ioi (a := 0)
    (fun r _ => hd r) hi.integrableOn i0.integrableOn
  have h := integral_Ioi_of_hasDerivAt_of_tendsto' (a := 0)
    (fun r _ => hd r) hi.integrableOn ht
  rw [integral_sub i2.integrableOn (i1.const_mul (2 * a)).integrableOn,
    integral_const_mul] at h
  simp only [h0, zero_mul, sub_zero] at h
  linarith
```

The starting value comes from the real part of $\int_{-\infty}^{\infty}e^{-ar^2+iGr}dr=\sqrt{\pi/a}\,e^{-G^2/(4a)}$. The cosine integrand is even, so the half-line carries half:

$$C=\int_0^\infty\cos(Gr)\,e^{-ar^2}dr=\tfrac12\sqrt{\pi/a}\;e^{-G^2/(4a)} .$$

```lean
/-- The cosine transform of a Gaussian on the half-line. -/
theorem integral_cos_gaussian {a : ℝ} (ha : 0 < a) (G : ℝ) :
    ∫ r in Ioi (0 : ℝ), cos (G * r) * exp (-a * r ^ 2)
      = √(π / a) * exp (-G ^ 2 / (4 * a)) / 2 := by
  have hc : ∫ x : ℝ, Complex.exp (-(a : ℂ) * x ^ 2 + (G * Complex.I) * x + 0)
      = ((√(π / a) * exp (-G ^ 2 / (4 * a)) : ℝ) : ℂ) := by
    rw [integral_cexp_quadratic (by simpa using ha)]
    have h1 : ((π : ℂ) / -(-(a : ℂ))) ^ (1 / 2 : ℂ) = ((√(π / a) : ℝ) : ℂ) := by
      rw [neg_neg, Real.sqrt_eq_rpow, Complex.ofReal_cpow (by positivity)]
      push_cast
      rfl
    have h2 : (0 : ℂ) - (G * Complex.I) ^ 2 / (4 * (-(a : ℂ)))
        = ((-G ^ 2 / (4 * a) : ℝ) : ℂ) := by
      push_cast
      rw [mul_pow, Complex.I_sq]
      ring
    rw [h1, h2, ← Complex.ofReal_exp, ← Complex.ofReal_mul]
  have hpos : 0 < √(π / a) * exp (-G ^ 2 / (4 * a)) := by positivity
  have hint := not_imp_comm.1 integral_undef
    (by rw [hc]; exact Complex.ofReal_ne_zero.2 hpos.ne')
  have hre := Complex.reCLM.integral_comp_comm hint
  have hpt : ∀ x : ℝ, (Complex.exp (-(a : ℂ) * x ^ 2 + (G * Complex.I) * x + 0)).re
      = cos (G * x) * exp (-a * x ^ 2) := by
    intro x
    have e : -(a : ℂ) * x ^ 2 + (G * Complex.I) * x + 0
        = ((-a * x ^ 2 : ℝ) : ℂ) + ((G * x : ℝ) : ℂ) * Complex.I := by
      push_cast
      ring
    rw [e, Complex.exp_add, ← Complex.ofReal_exp, Complex.re_ofReal_mul,
      Complex.exp_ofReal_mul_I_re]
    ring
  rw [hc] at hre
  simp only [Complex.reCLM_apply, Complex.ofReal_re, hpt] at hre
  -- the integrand is even, so the half-line carries half of the integral
  have habs := integral_comp_abs (f := fun r => cos (G * r) * exp (-a * r ^ 2))
  have heven : ∀ x : ℝ, cos (G * |x|) * exp (-a * |x| ^ 2)
      = cos (G * x) * exp (-a * x ^ 2) := by
    intro x
    rw [sq_abs]
    rcases abs_choice x with h | h
    · rw [h]
    · rw [h, mul_neg, Real.cos_neg]
  simp only [heven] at habs
  linarith
```

Let $M_L=\int_0^\infty r\,u_L(Gr)\,e^{-ar^2}dr$. Taking $v=\sin(Gr)$ gives $GC=2aM_0$. Taking $v=u_{L+1}(Gr)$, whose derivative is $G^2r\,u_L(Gr)$, gives $G^2M_L=2aM_{L+1}$. By induction,

$$M_L=\Bigl(\frac{G^2}{2a}\Bigr)^{L}\frac{G}{2a}\,C .$$

```lean
/-- The Gaussian moment of `u_L(Gr)`: each unit of angular momentum contributes a factor
`G²/(2a)`. -/
theorem integral_regularBessel {a : ℝ} (ha : 0 < a) (G : ℝ) (L : ℕ) :
    ∫ r in Ioi (0 : ℝ), r * regularBessel L (G * r) * exp (-a * r ^ 2)
      = (G ^ 2 / (2 * a)) ^ L
        * (G / (2 * a) * (√(π / a) * exp (-G ^ 2 / (4 * a)) / 2)) := by
  have h2a : 2 * a ≠ 0 := by positivity
  have hlin : ∀ r : ℝ, HasDerivAt (fun y => G * y) G r := fun r => by
    simpa using (hasDerivAt_id' r).const_mul G
  have i0 : ∀ L : ℕ, Integrable fun r : ℝ =>
      regularBessel L (G * r) * exp (-a * r ^ 2) := fun L => by
    simpa only [pow_zero, one_mul] using integrable_regularBessel ha G L 0
  have i1 : ∀ L : ℕ, Integrable fun r : ℝ =>
      r * regularBessel L (G * r) * exp (-a * r ^ 2) := fun L => by
    simpa only [pow_one] using integrable_regularBessel ha G L 1
  induction L with
  | zero =>
    have e : (fun r : ℝ => cos (G * r) * G * exp (-a * r ^ 2))
        = fun r => G * (r ^ 0 * cos (G * r) * exp (-a * r ^ 2)) := by
      funext r
      ring
    have hi : Integrable fun r : ℝ => cos (G * r) * G * exp (-a * r ^ 2) := by
      rw [e]
      exact (integrable_bounded ha (by fun_prop)
        (fun r => by rw [Real.norm_eq_abs]; exact abs_cos_le_one _) 0).const_mul G
    have s0 := i0 0
    have s1 := i1 0
    simp only [regularBessel] at s0 s1 ⊢
    have h := gaussian_by_parts (v := fun r => sin (G * r))
      (v' := fun r => cos (G * r) * G)
      (fun r => (hasDerivAt_sin (G * r)).comp r (hlin r)) (by simp) s0 s1 hi
    simp only [e, pow_zero, one_mul] at h
    rw [integral_const_mul, integral_cos_gaussian ha] at h
    rw [← mul_right_inj' h2a, ← h, pow_zero, one_mul, ← mul_assoc, mul_div_cancel₀ G h2a]
  | succ L ih =>
    have e : (fun r : ℝ => G * r * regularBessel L (G * r) * G * exp (-a * r ^ 2))
        = fun r => G ^ 2 * (r * regularBessel L (G * r) * exp (-a * r ^ 2)) := by
      funext r
      ring
    have h := gaussian_by_parts (v := fun r => regularBessel (L + 1) (G * r))
      (v' := fun r => G * r * regularBessel L (G * r) * G)
      (fun r => (hasDerivAt_regularBessel (G * r) L).comp r (hlin r))
      (by simp only [mul_zero, regularBessel_zero]) (i0 (L + 1)) (i1 (L + 1))
      (by rw [e]; exact (i1 L).const_mul (G ^ 2))
    simp only [e] at h
    rw [integral_const_mul, ih] at h
    have hX := (eq_div_iff h2a).2 ((mul_comm _ _).trans h.symm)
    rw [hX, pow_succ]
    ring
```

## The form factor

For $r>0$, $r^{L+2}j_L(Gr)=G^{-(L+1)}\,r\,u_L(Gr)$. Therefore

$$I_L(G)=\frac{M_L}{G^{L+1}}=\frac{\sqrt\pi\,G^L e^{-G^2/(4a)}}{2^{L+2}a^{L+3/2}} .$$

The theorem states this for real `a` and `G`, both positive, and every natural `L`. The set `Ioi 0` is the half-line $r>0$, and the half-integer exponent of `a` is a real power. The proof rewrites the integrand pointwise, inserts $M_L$ and collects powers.

In a plane-wave calculation with ultrasoft pseudopotentials, this formula can check a numerical radial transform of a single Gaussian augmentation function, whose tail is not confined to a finite augmentation sphere.

```lean
/-- The radial form factor of the Gaussian augmentation function with radial part `r^L exp(-a r²)`
at wave number `G`, for every angular momentum `L`. -/
theorem gaussian_form_factor {a G : ℝ} (ha : 0 < a) (hG : 0 < G) (L : ℕ) :
    ∫ r in Ioi (0 : ℝ), r ^ (L + 2) * sphericalBessel L (G * r) * exp (-a * r ^ 2)
      = √π * G ^ L * exp (-G ^ 2 / (4 * a)) / (2 ^ (L + 2) * a ^ ((L : ℝ) + 3 / 2)) := by
  have hGL : G ^ (L + 1) ≠ 0 := by positivity
  have hpt : ∀ r ∈ Ioi (0 : ℝ),
      r ^ (L + 2) * sphericalBessel L (G * r) * exp (-a * r ^ 2)
        = (G ^ (L + 1))⁻¹ * (r * regularBessel L (G * r) * exp (-a * r ^ 2)) := by
    intro r hr
    have hr0 : G * r ≠ 0 := (mul_pos hG hr).ne'
    have hinv := inv_mul_cancel₀ hGL
    rw [← pow_mul_sphericalBessel hr0 L, mul_pow]
    linear_combination
      (-(r ^ (L + 2) * sphericalBessel L (G * r) * exp (-a * r ^ 2))) * hinv
  have hpow : a ^ ((L : ℝ) + 3 / 2) = a ^ (L + 1) * √a := by
    have e : (L : ℝ) + 3 / 2 = ((L + 1 : ℕ) : ℝ) + 1 / 2 := by
      push_cast
      ring
    rw [e, Real.rpow_add ha, Real.rpow_natCast, ← Real.sqrt_eq_rpow]
  have hg : (G ^ (L + 1))⁻¹ * ((G ^ 2) ^ L * G) = G ^ L := by
    have e : (G ^ 2) ^ L * G = G ^ (L + 1) * G ^ L := by ring
    rw [e, ← mul_assoc, inv_mul_cancel₀ hGL, one_mul]
  rw [setIntegral_congr_fun measurableSet_Ioi hpt, integral_const_mul,
    integral_regularBessel ha, hpow, Real.sqrt_div pi_pos.le, div_pow, mul_pow]
  linear_combination
    (√π * exp (-G ^ 2 / (4 * a)) / (2 ^ (L + 2) * (a ^ (L + 1) * √a))) * hg
```

Setting $L=0$ and $L=1$ gives the s and p channels with their Bessel functions written out.

```lean
/-- The form factors of the s and p channels, written with elementary integrands. -/
theorem form_factor_s_and_p {a G : ℝ} (ha : 0 < a) (hG : 0 < G) :
    (∫ r in Ioi (0 : ℝ), r ^ 2 * (sin (G * r) / (G * r)) * exp (-a * r ^ 2)
      = √π * exp (-G ^ 2 / (4 * a)) / (4 * a ^ (3 / 2 : ℝ))) ∧
    (∫ r in Ioi (0 : ℝ), r ^ 3 * (sin (G * r) / (G * r) ^ 2 - cos (G * r) / (G * r))
        * exp (-a * r ^ 2)
      = √π * G * exp (-G ^ 2 / (4 * a)) / (8 * a ^ (5 / 2 : ℝ))) := by
  have h0 := gaussian_form_factor ha hG 0
  have h1 := gaussian_form_factor ha hG 1
  have e0 : ((0 : ℕ) : ℝ) + 3 / 2 = 3 / 2 := by norm_num
  have e1 : ((1 : ℕ) : ℝ) + 3 / 2 = 5 / 2 := by norm_num
  have p0 : (2 : ℝ) ^ (0 + 2) = 4 := by norm_num
  have p1 : (2 : ℝ) ^ (1 + 2) = 8 := by norm_num
  rw [e0, p0, pow_zero, mul_one] at h0
  rw [e1, p1, pow_one] at h1
  simp only [sphericalBessel] at h0 h1
  exact ⟨h0, h1⟩

end GaussianAugmentation
```

As $G\to0$, the s-channel value tends to $\sqrt\pi/(4a^{3/2})=\int_0^\infty r^2e^{-ar^2}dr$, the radial integral that fixes the monopole charge. For $L\ge1$ the form factor vanishes as $G^L$.

Another model would give $j_L$ its continuous values at the origin, $j_0(0)=1$ and $j_L(0)=0$ for $L\ge1$. The formula would then include $G=0$, with that case treated separately because the proof divides by $G^{L+1}$. With the quotient used here, Lean evaluates $j_0(0)$ as $0$, and the s-channel formula would fail at $G=0$.

```lean
#print axioms GaussianAugmentation.gaussian_form_factor
#print axioms GaussianAugmentation.form_factor_s_and_p
```

```
'GaussianAugmentation.gaussian_form_factor' depends on axioms: [propext, Classical.choice, Quot.sound]
'GaussianAugmentation.form_factor_s_and_p' depends on axioms: [propext, Classical.choice, Quot.sound]
```
